# Compton recoil energy of a free electron at a given recoil angle

For a photon of known energy scattering off a free electron at rest, the angle $\varphi$ of the recoiling electron to the beam can be converted into its kinetic energy $T$ by
$$T=\frac{2mw^2\cos^2\varphi}{(w+m)^2-w^2\cos^2\varphi},$$
where $w$ is the incident photon energy, $m$ the electron mass, and the speed of light is set to one. The conversion follows from energy and momentum conservation for one photon scattering once off a free electron at rest, provided the electron does recoil; the same equations force $\cos\varphi>0$. It can serve as a consistency check on a photon-transport simulation that samples Compton scattering off free electrons at rest: each such event with a recoiling electron must satisfy the formula, with $w$ the photon energy just before that event and $\varphi$ measured from the photon's direction just before it. It is kinematics only and gives no probability for any angle. Binding and initial motion of the electron are absent.

In Lean 4 with Mathlib:

```lean
import Mathlib

open Real InnerProductGeometry

namespace ComptonRecoil

noncomputable section
```

## The momentum triangle

The electron has total energy $E=m+T$ and lies on its mass shell, so its momentum $P$ obeys $P^2=E^2-m^2=T^2+2mT$. The definition takes the non-negative root.

```lean
/-- Momentum `P = √(T² + 2mT)` of an electron of mass `m` and kinetic energy `T` (units `c = 1`). -/
def electronMomentum (m T : ℝ) : ℝ := √(T ^ 2 + 2 * m * T)
```

A photon is massless, so its momentum has the magnitude of its energy. The scattered photon carries energy $w-T$, and its momentum is the incident momentum minus the electron's. The law of cosines gives
$$(w-T)^2=w^2+P^2-2wP\cos\varphi .$$
`CosineLaw m w T φ` is this equation as a proposition about four real numbers. The angle is any real number in radians, and the sign of $w-T$ is not assumed.

```lean
/-- The momentum triangle of Compton scattering: the scattered photon has energy `w - T`, and the
electron momentum `P` makes the angle `φ` with the incident photon of energy `w`. -/
def CosineLaw (m w T φ : ℝ) : Prop :=
  (w - T) ^ 2 = w ^ 2 + electronMomentum m T ^ 2 - 2 * w * electronMomentum m T * cos φ
```

The right side of the conversion formula, written $R(\varphi)$ below, is defined as a function of its own.

```lean
/-- The recoil energy formula `2 m w² cos²φ / ((w + m)² - w² cos²φ)`. -/
def recoilEnergy (m w φ : ℝ) : ℝ :=
  2 * m * w ^ 2 * cos φ ^ 2 / ((w + m) ^ 2 - w ^ 2 * cos φ ^ 2)
```

Squaring the root returns $T^2+2mT$ when this radicand is non-negative, which $m,T\ge0$ ensure.

```lean
/-- Mass-shell relation `P² = T² + 2mT`. -/
theorem electronMomentum_sq {m T : ℝ} (hm : 0 ≤ m) (hT : 0 ≤ T) :
    electronMomentum m T ^ 2 = T ^ 2 + 2 * m * T :=
  Real.sq_sqrt (by positivity)
```

For $m,T\ge0$, expand the triangle and insert $P^2$:
$$w^2-2wT+T^2=w^2+T^2+2mT-2wP\cos\varphi .$$
The terms $w^2$ and $T^2$ cancel, and division by $-2$ leaves
$$T(w+m)=wP\cos\varphi. \tag{1}$$
Both operations are reversible. The two `linear_combination` calls are this rescaling, by $-\tfrac12$ in one direction and by $-2$ in the other.

```lean
/-- The momentum triangle is equivalent to `T (w + m) = w P cos φ`. -/
theorem cosineLaw_iff {m T : ℝ} (w φ : ℝ) (hm : 0 ≤ m) (hT : 0 ≤ T) :
    CosineLaw m w T φ ↔ T * (w + m) = w * electronMomentum m T * cos φ := by
  unfold CosineLaw
  rw [electronMomentum_sq hm hT]
  constructor
  · intro h
    linear_combination (-1 / 2 : ℝ) * h
  · intro h
    linear_combination (-2 : ℝ) * h
```

## Solving for the kinetic energy

Call the denominator $D(\varphi)$. Regrouped,
$$D=(w+m)^2-w^2\cos^2\varphi=w^2(1-\cos^2\varphi)+2wm+m^2 .$$
For $m>0$ and $w\ge0$ the first two terms are non-negative and the last is positive. The three hints given to `nlinarith` supply exactly these signs.

```lean
/-- The denominator of the recoil energy formula is positive at every angle. -/
theorem denominator_pos {m w : ℝ} (φ : ℝ) (hm : 0 < m) (hw : 0 ≤ w) :
    0 < (w + m) ^ 2 - w ^ 2 * cos φ ^ 2 := by
  have h := Real.cos_sq_le_one φ
  nlinarith [mul_nonneg (sq_nonneg w) (sub_nonneg.2 h), mul_nonneg hw hm.le, mul_pos hm hm]
```

Now let $m,w,T>0$, so that $P>0$. The left side of (1) is positive and $wP>0$, hence $\cos\varphi>0$. Squaring (1) and inserting the mass shell gives
$$T^2(w+m)^2=w^2\cos^2\varphi\,(T^2+2mT).$$
Cancel one factor $T$ and collect the terms in $T$:
$$T\,D=2mw^2\cos^2\varphi, \tag{2}$$
which is $T=R(\varphi)$ because $D>0$. Conversely, multiplying (2) by $T$ restores the squared equation; if $\cos\varphi>0$ both sides of (1) are positive, and positive numbers with equal squares are equal.

```lean
/-- For `m, w, T > 0` the momentum triangle holds exactly when `cos φ > 0` and `T` equals the
recoil energy formula. -/
theorem cosineLaw_iff_recoilEnergy {m w T : ℝ} (φ : ℝ) (hm : 0 < m) (hw : 0 < w) (hT : 0 < T) :
    CosineLaw m w T φ ↔ 0 < cos φ ∧ T = recoilEnergy m w φ := by
  have hD := denominator_pos φ hm hw.le
  have hP := electronMomentum_sq hm.le hT.le
  have hPpos : 0 < electronMomentum m T := Real.sqrt_pos.2 (by positivity)
  have hL : 0 < T * (w + m) := by positivity
  have hiff : T = recoilEnergy m w φ ↔
      T * ((w + m) ^ 2 - w ^ 2 * cos φ ^ 2) = 2 * m * w ^ 2 * cos φ ^ 2 := by
    unfold recoilEnergy
    exact eq_div_iff hD.ne'
  rw [cosineLaw_iff w φ hm.le hT.le, hiff]
  constructor
  · intro h
    constructor
    · -- the left side `T (w + m)` is positive
      by_contra hc
      have := mul_nonneg (mul_pos hw hPpos).le (neg_nonneg.2 (not_lt.1 hc))
      nlinarith
    · -- square, insert the mass shell, cancel one factor `T`
      apply mul_left_cancel₀ hT.ne'
      linear_combination (T * (w + m) + w * electronMomentum m T * cos φ) * h
        + w ^ 2 * cos φ ^ 2 * hP
  · rintro ⟨hc, h⟩
    have hsq : (T * (w + m)) ^ 2 = (w * electronMomentum m T * cos φ) ^ 2 := by
      linear_combination T * h - w ^ 2 * cos φ ^ 2 * hP
    -- both sides are positive, so the square root is unambiguous
    exact (sq_eq_sq₀ hL.le (mul_pos (mul_pos hw hPpos) hc).le).1 hsq
```

The theorem reads: for positive $m,w,T$ and any real $\varphi$, the triangle holds if and only if $\cos\varphi>0$ and $T=R(\varphi)$. The sign condition carries what squaring loses, since $R$ depends only on $\cos^2\varphi$. The hypothesis $T>0$ removes the event without energy transfer, where $P=0$ and the triangle reads $w^2=w^2$ at every angle. In the proof, `hiff` trades the quotient for (2). The forward `linear_combination` multiplies (1), of the form $A=B$, by $A+B$ to produce $A^2=B^2$, and adds a multiple of `hP` to replace $P^2$; `mul_left_cancel₀` accounts for the factor $T$. In the backward direction `hsq` is the squared equation and `sq_eq_sq₀` takes the root.

## The Compton edge and the dependence on angle

Compare $R(\varphi)$ with $2w^2/(m+2w)$. For $m,w>0$ both denominators are positive, so cross-multiplication preserves the order, and $w^2+m(m+2w)=(w+m)^2$ gives
$$2w^2D-2mw^2\cos^2\varphi\,(m+2w)=2w^2(w+m)^2(1-\cos^2\varphi)\ge0 .$$
The prefactor, positive by `hK`, makes the difference vanish exactly when $\cos^2\varphi=1$. The bound is the Compton edge, the largest energy one scattering can transfer in this model. The statement concerns the function $R$ at all angles; together with $\cos\varphi>0$, equality means an electron moving along the beam.

```lean
/-- Compton edge: the recoil energy formula is at most `2w² / (m + 2w)`, with equality exactly
when `cos²φ = 1`. -/
theorem recoilEnergy_le_edge {m w : ℝ} (φ : ℝ) (hm : 0 < m) (hw : 0 < w) :
    recoilEnergy m w φ ≤ 2 * w ^ 2 / (m + 2 * w) ∧
      (recoilEnergy m w φ = 2 * w ^ 2 / (m + 2 * w) ↔ cos φ ^ 2 = 1) := by
  have hD := denominator_pos φ hm hw.le
  have h2 : 0 < m + 2 * w := by positivity
  have hK : 0 < 2 * w ^ 2 * (w + m) ^ 2 := by positivity
  unfold recoilEnergy
  -- the cross-multiplied difference is `2 w² (w + m)² (1 - cos²φ)`
  constructor
  · rw [div_le_div_iff₀ hD h2]
    have := mul_nonneg hK.le (sub_nonneg.2 (Real.cos_sq_le_one φ))
    nlinarith
  · rw [div_eq_div_iff hD.ne' h2.ne']
    constructor
    · intro h
      have h0 : 2 * w ^ 2 * (w + m) ^ 2 * (1 - cos φ ^ 2) = 0 := by linear_combination -h
      have := (mul_eq_zero.1 h0).resolve_left hK.ne'
      linarith
    · intro h
      linear_combination (2 * w ^ 2 * (w + m) ^ 2) * h
```

For $m,w>0$ and $\cos\varphi>0$ numerator and denominator of $R$ are positive, so the equivalence applies to $T=R(\varphi)$ and the triangle is solved. Also $R\le 2w^2/(m+2w)<w$, the last step being $2w^2<w(m+2w)$, that is $mw>0$. The scattered photon therefore keeps a positive energy $w-T$.

```lean
/-- For `cos φ > 0` the recoil energy formula lies strictly between `0` and `w` and solves the
momentum triangle. -/
theorem recoilEnergy_solves {m w φ : ℝ} (hm : 0 < m) (hw : 0 < w) (hc : 0 < cos φ) :
    0 < recoilEnergy m w φ ∧ recoilEnergy m w φ < w ∧ CosineLaw m w (recoilEnergy m w φ) φ := by
  have hpos : 0 < recoilEnergy m w φ :=
    div_pos (mul_pos (by positivity) (pow_pos hc 2)) (denominator_pos φ hm hw.le)
  refine ⟨hpos, ?_, (cosineLaw_iff_recoilEnergy φ hm hw hpos).2 ⟨hc, rfl⟩⟩
  refine lt_of_le_of_lt (recoilEnergy_le_edge φ hm hw).1 ?_
  rw [div_lt_iff₀ (by positivity)]
  nlinarith [mul_pos hm hw]
```

Let $m,w>0$ and take angles $0\le a<b\le\pi/2$. Then $0\le\cos b<\cos a$, so $\cos^2a-\cos^2b>0$ (`hsq`). In the cross-multiplied difference the terms in $\cos^2a\cos^2b$ cancel:
$$2mw^2\left[\cos^2a\,D(b)-\cos^2b\,D(a)\right]=2mw^2(w+m)^2(\cos^2a-\cos^2b)>0,$$
hence $R(b)<R(a)$. `StrictAntiOn` on `Set.Icc 0 (π / 2)` states this on the closed interval, so on that range distinct angles give distinct values of $R$. The endpoint value $R(\pi/2)=0$ belongs to no recoiling electron, since recoil requires $\cos\varphi>0$.

```lean
/-- The recoil energy formula decreases strictly as the electron angle grows from `0` to `π/2`. -/
theorem recoilEnergy_strictAntiOn {m w : ℝ} (hm : 0 < m) (hw : 0 < w) :
    StrictAntiOn (recoilEnergy m w) (Set.Icc 0 (π / 2)) := by
  intro a ha b hb hab
  have hpi := Real.pi_pos
  have h1 : cos b < cos a :=
    Real.cos_lt_cos_of_nonneg_of_le_pi ha.1 (by linarith [hb.2]) hab
  have h0 : 0 ≤ cos b :=
    Real.cos_nonneg_of_mem_Icc ⟨by linarith [hb.1], hb.2⟩
  have hsq : 0 < cos a ^ 2 - cos b ^ 2 := by nlinarith
  have hK : 0 < 2 * m * w ^ 2 * (w + m) ^ 2 := by positivity
  unfold recoilEnergy
  rw [div_lt_div_iff₀ (denominator_pos b hm hw.le) (denominator_pos a hm hw.le)]
  have := mul_pos hK hsq
  nlinarith
```

## Conservation for momentum vectors

So far the triangle was a hypothesis on numbers. To derive it, let momenta be vectors in a real inner product space $V$ of any dimension, with $|\cdot|$ the norm. An electron of momentum $p$ has energy $E=\sqrt{|p|^2+m^2}$.

```lean
variable {V : Type*} [NormedAddCommGroup V] [InnerProductSpace ℝ V]

/-- Total energy `√(|p|² + m²)` of an electron with momentum vector `p`. -/
def electronEnergy (m : ℝ) (p : V) : ℝ := √(‖p‖ ^ 2 + m ^ 2)
```

With incident photon momentum $k$ and scattered photon momentum $k'$, conservation reads
$$k=k'+p,\qquad |k|+m=|k'|+E .$$
The photon energies are $|k|$ and $|k'|$, and the term $m$ on the left is the rest energy of the target. These two equations, with the two energy–momentum relations built in, are the physical input; they are postulated, not obtained from a field theory.

```lean
/-- Momentum and energy conservation for a photon `k` scattering into `k'` off an electron at
rest, which recoils with momentum `p`. -/
def Conserves (m : ℝ) (k k' p : V) : Prop :=
  k = k' + p ∧ ‖k‖ + m = ‖k'‖ + electronEnergy m p
```

Set $w=|k|$, $T=E-m$, and let $\varphi$ be `angle k p`, the unoriented angle in $[0,\pi]$. Four steps follow. First, $T^2+2mT=E^2-m^2=|p|^2$, so $P=|p|$ (`hP`). Second, $k'=k-p$ gives $|k'|^2=|k|^2-2\,k\cdot p+|p|^2$ (`hn`). Third, $k\cdot p=|k||p|\cos\varphi$ (`hc`). Fourth, energy balance gives $|k|-T=|k'|$ (`hw`). Substituting the third and fourth into the second yields the triangle, which is the combination `hn + 2 * hc`. No sign condition on $m$ enters.

```lean
/-- Energy-momentum conservation gives the momentum triangle, with `w = |k|`, `T = E - m` and
`φ` the angle between `k` and `p`. -/
theorem Conserves.cosineLaw {m : ℝ} {k k' p : V} (h : Conserves m k k' p) :
    CosineLaw m ‖k‖ (electronEnergy m p - m) (angle k p) := by
  obtain ⟨hmom, hen⟩ := h
  have hE : electronEnergy m p ^ 2 = ‖p‖ ^ 2 + m ^ 2 := Real.sq_sqrt (by positivity)
  have hP : electronMomentum m (electronEnergy m p - m) = ‖p‖ := by
    have : (electronEnergy m p - m) ^ 2 + 2 * m * (electronEnergy m p - m) = ‖p‖ ^ 2 := by
      linear_combination hE
    unfold electronMomentum
    rw [this, Real.sqrt_sq (norm_nonneg p)]
  have hk' : k' = k - p := by
    rw [hmom]
    abel
  -- law of cosines for `k' = k - p`
  have hn : ‖k'‖ ^ 2 = ‖k‖ ^ 2 - 2 * inner ℝ k p + ‖p‖ ^ 2 := by
    rw [hk']
    exact norm_sub_sq_real k p
  have hc := cos_angle_mul_norm_mul_norm k p
  have hw : ‖k‖ - (electronEnergy m p - m) = ‖k'‖ := by linarith
  unfold CosineLaw
  rw [hP, hw]
  linear_combination hn + 2 * hc
```

For $m>0$ and $p\neq0$ we have $E>m$, so $T>0$, and $|k|=|k'|+T>0$. All three positivity conditions of the equivalence are met, and its forward direction gives $\cos\varphi>0$ and $T=R(\varphi)$. Both $k$ and $p$ are non-zero here, so $\varphi$ is a true geometric angle. The implication runs from vectors to the formula; constructing vectors $k',p$ for a prescribed angle is not among the theorems.

```lean
/-- If energy and momentum are conserved and the electron recoils with `p ≠ 0`, then the angle
`φ` between `k` and `p` has `cos φ > 0` and the kinetic energy is the recoil energy formula. -/
theorem Conserves.recoil {m : ℝ} {k k' p : V} (hm : 0 < m) (hp : p ≠ 0)
    (h : Conserves m k k' p) :
    0 < cos (angle k p) ∧ electronEnergy m p - m = recoilEnergy m ‖k‖ (angle k p) := by
  have hp' : 0 < ‖p‖ ^ 2 := pow_pos (norm_pos_iff.2 hp) 2
  have hE : m < electronEnergy m p := Real.lt_sqrt_of_sq_lt (by linarith)
  have hk : 0 < ‖k‖ := by linarith [h.2, norm_nonneg k']
  exact (cosineLaw_iff_recoilEnergy _ hm hk (sub_pos.2 hE)).1 h.cosineLaw
```

## A planar event with integer momenta

Take $m=12$, $k=(4,0)$, $k'=(0,3)$, $p=(4,-3)$. Momentum balances componentwise. The norms are $4$, $3$, $5$, the energy is $E=\sqrt{25+144}=13$, and $4+12=3+13$, so $T=1$ with $p\ne0$. As an arithmetic aside, $\cos\varphi=16/(4\cdot5)=4/5$, and the formula gives $384\cdot\tfrac{16}{25}\big/\left(256-\tfrac{256}{25}\right)=1$. The auxiliary `hn` turns $a^2+b^2=r^2$ with $r\ge0$ into $|(a,b)|=r$ and is applied to the three vectors.

```lean
/-- Scattering in the plane with `m = 12`, `k = (4, 0)`, `k' = (0, 3)`, `p = (4, -3)` conserves
energy and momentum, with `p ≠ 0` and kinetic energy `1`. -/
theorem conserves_witness :
    Conserves 12 (!₂[4, 0] : EuclideanSpace ℝ (Fin 2)) !₂[0, 3] !₂[4, -3] ∧
      (!₂[4, -3] : EuclideanSpace ℝ (Fin 2)) ≠ 0 ∧
      electronEnergy 12 (!₂[4, -3] : EuclideanSpace ℝ (Fin 2)) - 12 = 1 := by
  have hn : ∀ a b r : ℝ, 0 ≤ r → a ^ 2 + b ^ 2 = r ^ 2 →
      ‖(!₂[a, b] : EuclideanSpace ℝ (Fin 2))‖ = r := by
    intro a b r hr h
    rw [EuclideanSpace.norm_eq, ← Real.sqrt_sq hr]
    congr 1
    simpa [Fin.sum_univ_two] using h
  have h1 := hn 4 0 4 (by norm_num) (by norm_num)
  have h2 := hn 0 3 3 (by norm_num) (by norm_num)
  have h3 := hn 4 (-3) 5 (by norm_num) (by norm_num)
  have hE : electronEnergy 12 (!₂[4, -3] : EuclideanSpace ℝ (Fin 2)) = 13 := by
    unfold electronEnergy
    rw [h3, show (5 : ℝ) ^ 2 + 12 ^ 2 = 13 ^ 2 by norm_num, Real.sqrt_sq (by norm_num)]
  refine ⟨⟨?_, ?_⟩, ?_, ?_⟩
  · ext i
    fin_cases i <;> simp
  · rw [h1, h2, hE]
    norm_num
  · intro h0
    rw [h0, norm_zero] at h3
    norm_num at h3
  · rw [hE]
    norm_num

end

end ComptonRecoil
```

```lean
#print axioms ComptonRecoil.recoilEnergy_solves
#print axioms ComptonRecoil.recoilEnergy_strictAntiOn
#print axioms ComptonRecoil.Conserves.recoil
```

```
'ComptonRecoil.recoilEnergy_solves' depends on axioms: [propext, Classical.choice, Quot.sound]
'ComptonRecoil.recoilEnergy_strictAntiOn' depends on axioms: [propext, Classical.choice, Quot.sound]
'ComptonRecoil.Conserves.recoil' depends on axioms: [propext, Classical.choice, Quot.sound]
```
